# The amorphous fraction of a sample from the crystalline share of an internal standard

Let $A$ be the amorphous mass fraction of a powder sample, with $0\le A<1$. I mix the sample with a fully crystalline standard, so that the standard has mass fraction $s$ in the mixture, with $0<s<1$. Diffraction gives me the relative amounts of the crystalline phases only, and I write $R$ for the standard's share of all crystalline mass. The formula I have been given is

$$A=\frac{1-s/R}{1-s},$$

together with the remark that $R\ge s$, with equality exactly when the sample has no amorphous part. Can this be derived from the mass balance alone, with every assumption visible, and can the derivation be stated and checked in Lean? I would also like to know what happens to the formula if the standard is itself partly amorphous.

## Mass balance for one unit of mixture

Take unit mass of the mixture. The standard contributes mass $s$, all of it crystalline. The sample contributes mass $1-s$, of which the fraction $1-A$ is crystalline. The crystalline mass is therefore

$$C=s+(1-s)(1-A)=1-(1-s)A,$$

and the standard's share of it is $R=s/C$. Since $s>0$ and $(1-s)(1-A)\ge 0$, $C$ is positive and the share is well defined.

**Solving for $A$.** From $R=s/C$ it follows that $s/R=C$: the weighed fraction of the standard divided by its crystalline share is the crystalline fraction of the whole mixture. Inserting $C=1-(1-s)A$ gives

$$1-\frac{s}{R}=(1-s)A ,$$

and division by $1-s\neq0$ gives the formula.

**Bounds on $R$.** Because $(1-s)A\ge0$, we have $C\le1$, so $R=s/C\ge s$. Because $A<1$, the term $(1-s)(1-A)$ is strictly positive, so $C>s$ and $R<1$.

**Equality.** If $R=s$, then $s/R=1$ and the formula gives $A=0$. If $A=0$, then $C=1$ and $R=s$.

**The other crystalline phases.** Let phase $i$ have mass fraction $w_i$ in the original sample. In the mixture it has mass $(1-s)w_i$, so its crystalline share is $P_i=(1-s)w_i/C$. If these phases make up the whole non-amorphous part, $\sum_i w_i=1-A$, then

$$R+\sum_iP_i=\frac{s+(1-s)(1-A)}{C}=1.$$

Solving the definition of $P_i$ for $w_i$ and using $C=s/R$ gives

$$w_i=\frac{s}{R}\,\frac{P_i}{1-s}.$$

**From a share back to a sample.** Suppose now that only $s$ and a number $R$ with $0<s\le R<1$ are given. Define $\hat A=(1-s/R)/(1-s)$. From $s\le R$ we get $s/R\le1$, so $\hat A\ge0$. From $R<1$ we get $s/R>s$, so $1-s/R<1-s$ and $\hat A<1$. If the sample has amorphous fraction $\hat A$, the whole mixture, standard included, has crystalline mass $1-(1-s)\hat A=s/R$, and the standard's share is then $s/(s/R)=R$. Every $R$ in $[s,1)$ thus belongs to an admissible sample. Together with the formula for $A$, this makes the relation between $A\in[0,1)$ and $R\in[s,1)$ one-to-one at fixed $s$.

**A partly amorphous standard.** Let only the mass fraction $c$ of the standard be crystalline, with $0<c<1$. Its crystalline share becomes

$$R'=\frac{sc}{sc+(1-s)(1-A)},\qquad \frac{s}{R'}=s+\frac{(1-s)(1-A)}{c}.$$

If $R'$ is put into the usual formula, which presumes a perfect standard, the result is

$$\frac{1-s/R'}{1-s}=1-\frac{1-A}{c}.$$

Since $1-A>0$ and $c<1$, we have $(1-A)/c>1-A$, so the result lies strictly below $A$. It is negative when $1-A>c$, that is, when the sample is more crystalline than the standard.

## The mass balance as Lean definitions and theorems

All quantities are real numbers, and all fractions are mass fractions between 0 and 1, not percentages. The definitions correspond to the symbols above as follows:

- `crystallineFraction s A` is $C$.
- `standardShare s A` is $R$, computed from the true composition.
- `phaseShare s A w` is the share $P$ of a phase with mass fraction $w$ in the original sample, before the standard was added.
- `amorphousEstimate s R` is the formula as a function of the two numbers an experimenter has. It does not contain the true $A$.
- `imperfectStandardShare c s A` is $R'$.

The main theorem, `amorphous_fraction_by_internal_standard`, assumes $0<s<1$ and $0\le A<1$. It concludes four things: $A$ equals the formula evaluated at the standard's share, that share is at least $s$, it is below one, and it equals $s$ if and only if $A=0$. Since $R$ is defined from $A$ by the mass balance and the formula is a separate expression in $s$ and $R$, the first conclusion is an inversion and not a restatement of a definition.

`shares_sum_to_one` takes a finite family of phases indexed by `ι`. Its hypothesis `hw` says that the phases account for all of the non-amorphous material. This is a statement about the sample, and it is assumed. `phase_fraction_recovered` needs no such condition, because it concerns one phase at a time. Both theorems also allow $A=1$, a wholly amorphous sample, for which $R=1$.

`estimate_reproduces_share` is the converse, for any $R$ with $0<s\le R<1$. `imperfect_standard_underestimates` assumes $0<c<1$, $0<s<1$ and $A<1$, and gives both the value of the wrong estimate and the strict inequality.

The theorems deal with exact masses. How $R$ is extracted from diffracted intensities, with its counting errors, absorption effects and structure models, does not enter. The full crystallinity of the standard is a postulate built into `crystallineFraction`; physically it says that every gram of standard weighed in also contributes to its Bragg peaks, and the last theorem shows the bias when this fails. The mixing is also assumed to leave the sample unchanged, so that $A$ has the same value before and after the standard is added. Taking $R$ from the phase shares given by diffraction further assumes that the sample itself contains none of the standard's crystalline phase, and that no crystalline phase is left out of the analysis.

For comparison with simulation, the result matters when measured phase amounts are set beside equilibrium amounts predicted from computed free energies and the overall composition: within this error-free mass balance, it converts shares of the crystalline part into fractions of the whole sample.

```lean
import Mathlib

open Finset

namespace AmorphousInternalStandard

noncomputable section

/-- Crystalline mass per unit mass of a mixture holding a mass fraction `s` of crystalline
standard and `1 - s` of a sample with amorphous fraction `A`. -/
def crystallineFraction (s A : ℝ) : ℝ := s + (1 - s) * (1 - A)

/-- The standard's share `R` of all crystalline mass in the mixture. -/
def standardShare (s A : ℝ) : ℝ := s / crystallineFraction s A

/-- The share of all crystalline mass in the mixture held by a crystalline phase whose mass
fraction in the original sample is `w`. -/
def phaseShare (s A w : ℝ) : ℝ := (1 - s) * w / crystallineFraction s A

/-- The internal-standard formula for the amorphous fraction, from the weighed fraction `s`
and the share `R` of the standard. -/
def amorphousEstimate (s R : ℝ) : ℝ := (1 - s / R) / (1 - s)

/-- A mixture with some crystalline standard has positive crystalline mass. -/
theorem crystallineFraction_pos {s A : ℝ} (hs : 0 < s) (hs1 : s < 1) (hA : A ≤ 1) :
    0 < crystallineFraction s A := by
  have h : 0 ≤ (1 - s) * (1 - A) := mul_nonneg (by linarith) (by linarith)
  unfold crystallineFraction
  linarith

/-- The ratio of the weighed fraction of the standard to its crystalline share is the
crystalline fraction of the mixture. -/
theorem div_standardShare {s A : ℝ} (hs : 0 < s) (hs1 : s < 1) (hA : A ≤ 1) :
    s / standardShare s A = crystallineFraction s A := by
  have hC := (crystallineFraction_pos hs hs1 hA).ne'
  have hs0 := hs.ne'
  unfold standardShare
  field_simp

/-- The internal-standard formula returns the amorphous fraction of the sample. The standard's
share is at least its weighed fraction and below one, and it equals the weighed fraction
exactly when the sample has no amorphous part. -/
theorem amorphous_fraction_by_internal_standard {s A : ℝ}
    (hs : 0 < s) (hs1 : s < 1) (hA0 : 0 ≤ A) (hA1 : A < 1) :
    A = (1 - s / standardShare s A) / (1 - s) ∧
      s ≤ standardShare s A ∧ standardShare s A < 1 ∧
      (standardShare s A = s ↔ A = 0) := by
  have hC := crystallineFraction_pos hs hs1 hA1.le
  have h1s : (1 - s) ≠ 0 := by linarith
  -- The mass balance is linear in `A` and can be solved for it.
  have hrec : A = (1 - s / standardShare s A) / (1 - s) := by
    rw [div_standardShare hs hs1 hA1.le, eq_div_iff h1s]
    unfold crystallineFraction
    ring
  refine ⟨hrec, ?_, ?_, ?_, ?_⟩
  · -- Amorphous material can only lower the crystalline mass below one.
    have hle : crystallineFraction s A ≤ 1 := by
      have h : 0 ≤ (1 - s) * A := mul_nonneg (by linarith) hA0
      unfold crystallineFraction
      linarith
    unfold standardShare
    rw [le_div_iff₀ hC]
    nlinarith
  · -- The sample contributes some crystalline mass of its own.
    have h : 0 < (1 - s) * (1 - A) := mul_pos (by linarith) (by linarith)
    unfold standardShare
    rw [div_lt_one hC]
    unfold crystallineFraction
    linarith
  · intro h
    rw [h, div_self hs.ne', sub_self, zero_div] at hrec
    exact hrec
  · intro h
    have hone : crystallineFraction s A = 1 := by
      unfold crystallineFraction
      rw [h]
      ring
    rw [standardShare, hone, div_one]

/-- If the crystalline phases make up the whole non-amorphous part of the sample, their shares
and that of the standard add up to one. -/
theorem shares_sum_to_one {ι : Type*} [Fintype ι] {s A : ℝ} (w : ι → ℝ)
    (hs : 0 < s) (hs1 : s < 1) (hA : A ≤ 1) (hw : ∑ i, w i = 1 - A) :
    standardShare s A + ∑ i, phaseShare s A (w i) = 1 := by
  have hC := (crystallineFraction_pos hs hs1 hA).ne'
  unfold standardShare phaseShare
  rw [← Finset.sum_div, ← Finset.mul_sum, hw, ← add_div]
  exact div_self hC

/-- The mass fraction of a crystalline phase in the original sample follows from its share of
the crystalline mass and the share of the standard. -/
theorem phase_fraction_recovered {s A : ℝ} (w : ℝ)
    (hs : 0 < s) (hs1 : s < 1) (hA : A ≤ 1) :
    w = (s / standardShare s A) * phaseShare s A w / (1 - s) := by
  have hC := (crystallineFraction_pos hs hs1 hA).ne'
  have h1s : (1 - s) ≠ 0 := by linarith
  rw [div_standardShare hs hs1 hA, phaseShare, eq_div_iff h1s]
  field_simp

/-- Every share `R` with `s ≤ R < 1` gives an estimated amorphous fraction in `[0, 1)`, and a
sample with that amorphous fraction has standard share `R`. -/
theorem estimate_reproduces_share {s R : ℝ} (hs : 0 < s) (hsR : s ≤ R) (hR1 : R < 1) :
    0 ≤ amorphousEstimate s R ∧ amorphousEstimate s R < 1 ∧
      standardShare s (amorphousEstimate s R) = R := by
  have hR : 0 < R := lt_of_lt_of_le hs hsR
  have h1s : 0 < 1 - s := by linarith
  have hle : s / R ≤ 1 := (div_le_one hR).mpr hsR
  have hlt : s < s / R := by
    rw [lt_div_iff₀ hR]
    nlinarith
  refine ⟨div_nonneg (by linarith) h1s.le, ?_, ?_⟩
  · unfold amorphousEstimate
    rw [div_lt_one h1s]
    linarith
  · -- The mixture made with the estimated sample has crystalline fraction `s / R`.
    have hmul : amorphousEstimate s R * (1 - s) = 1 - s / R :=
      div_mul_cancel₀ _ h1s.ne'
    have hC : crystallineFraction s (amorphousEstimate s R) = s / R := by
      unfold crystallineFraction
      linear_combination -hmul
    have hs0 := hs.ne'
    have hR0 := hR.ne'
    rw [standardShare, hC]
    field_simp

/-- The crystalline share of a standard of which only the mass fraction `c` is crystalline. -/
def imperfectStandardShare (c s A : ℝ) : ℝ := s * c / (s * c + (1 - s) * (1 - A))

/-- With a partly amorphous standard of crystallinity `c`, the internal-standard formula gives
`1 - (1 - A) / c`, which is below the true amorphous fraction `A`. -/
theorem imperfect_standard_underestimates {c s A : ℝ} (hc : 0 < c) (hc1 : c < 1)
    (hs : 0 < s) (hs1 : s < 1) (hA : A < 1) :
    amorphousEstimate s (imperfectStandardShare c s A) = 1 - (1 - A) / c ∧
      amorphousEstimate s (imperfectStandardShare c s A) < A := by
  have h1s : (1 - s) ≠ 0 := by linarith
  have hc0 := hc.ne'
  have hs0 := hs.ne'
  have hD : 0 < (1 - s) * (1 - A) := mul_pos (by linarith) (by linarith)
  have hE : s * c + (1 - s) * (1 - A) ≠ 0 := by positivity
  have hratio : s / imperfectStandardShare c s A
      = (s * c + (1 - s) * (1 - A)) / c := by
    unfold imperfectStandardShare
    rw [div_div_eq_mul_div, mul_div_mul_left _ _ hs0]
  have heq : amorphousEstimate s (imperfectStandardShare c s A) = 1 - (1 - A) / c := by
    rw [amorphousEstimate, hratio, div_eq_iff h1s]
    field_simp
    ring
  refine ⟨heq, ?_⟩
  -- Dividing by a crystallinity below one inflates the apparent crystalline part.
  have hlt : 1 - A < (1 - A) / c := by
    rw [lt_div_iff₀ hc]
    nlinarith
  rw [heq]
  linarith

end

end AmorphousInternalStandard
```

```lean
#print axioms AmorphousInternalStandard.amorphous_fraction_by_internal_standard
#print axioms AmorphousInternalStandard.phase_fraction_recovered
#print axioms AmorphousInternalStandard.estimate_reproduces_share
#print axioms AmorphousInternalStandard.imperfect_standard_underestimates
```

```
'AmorphousInternalStandard.amorphous_fraction_by_internal_standard' depends on axioms: [propext, Classical.choice, Quot.sound]
'AmorphousInternalStandard.phase_fraction_recovered' depends on axioms: [propext, Classical.choice, Quot.sound]
'AmorphousInternalStandard.estimate_reproduces_share' depends on axioms: [propext, Classical.choice, Quot.sound]
'AmorphousInternalStandard.imperfect_standard_underestimates' depends on axioms: [propext, Classical.choice, Quot.sound]
```

## How the Lean proofs follow the algebra

`crystallineFraction_pos` proves $C>0$. The product $(1-s)(1-A)$ is non-negative by `mul_nonneg`, and adding $s>0$ makes the sum positive. `div_standardShare` is the identity $s/R=C$. Once $s$ and $C$ are known to be non-zero, `field_simp` clears the nested fraction $s/(s/C)$.

In the main theorem, the inversion is proved first and kept under the name `hrec`. The proof replaces $s/R$ by $C$, and `eq_div_iff` multiplies through by $1-s$. What remains is $A(1-s)=1-C$ with $C$ written out, a polynomial identity that `ring` closes.

The two bounds follow the same route as in the derivation. For the lower one, $C\le1$ is established from $(1-s)A\ge0$. The lemma `le_div_iff₀` then turns $s\le s/C$ into $sC\le s$, and `nlinarith` obtains this from $C\le 1$ and $s>0$. For the upper one, `div_lt_one` turns $s/C<1$ into $s<C$, which holds because the sample's own crystalline mass is strictly positive.

The equality case is split into its two directions. Given $R=s$, the proof substitutes this into `hrec`, whose right-hand side collapses to $(1-1)/(1-s)=0$. Given $A=0$, it computes $C=1$, so that $R=s/1=s$.

For `shares_sum_to_one`, `Finset.sum_div` and `Finset.mul_sum` pull the common denominator $C$ and the common factor $1-s$ out of the sum. The hypothesis `hw` replaces the remaining sum by $1-A$, the numerator becomes $C$ itself, and $C/C=1$. The proof of `phase_fraction_recovered` again replaces $s/R$ by $C$, after which the factors of $C$ cancel.

In `estimate_reproduces_share`, the inequalities `hle` and `hlt` are $s/R\le1$ and $s<s/R$. They give the two bounds on $\hat A$. The statement `hmul` is $\hat A(1-s)=1-s/R$, and `linear_combination -hmul` derives from it that the crystalline fraction of the reconstructed mixture is $s/R$. The share is then $s/(s/R)$, which simplifies to $R$.

The last theorem first computes $s/R'$, where the common factor $s$ cancels and leaves $(sc+(1-s)(1-A))/c$. This is `hratio`. Inserting it into the formula and clearing denominators gives `heq`, the value $1-(1-A)/c$. The strict inequality comes from `hlt`, which states $1-A<(1-A)/c$. After multiplication by $c$ it reads $(1-A)c<1-A$, true because $1-A$ is positive and $c$ is below one.
